# The overlap matrix of the five non-crossing matchings of six sites, with weight $q$ per loop, has determinant $q^5(q^2-1)^4(q^2-2)$

## Can the loop weight spoil the independence of valence-bond states?

Take six spins one half at sites 0 to 5 and pair them into three singlets. Draw each pairing as arcs above a line and keep only the pairings whose arcs don't cross; there are five. Laying pairing $i$ over pairing $j$ gives closed loops, a bond common to both counting as one loop. With $n_{ij}$ the number of loops, I set $G_{ij}=q^{n_{ij}}$. For unnormalised singlets $|{\uparrow\downarrow}\rangle-|{\downarrow\uparrow}\rangle$ and a suitable choice of signs, I understand that the overlaps are $G_{ij}$ at $q=2$.

I had taken the independence of the five states to be a property of the diagrams. But at $q=1$ every entry of $G$ is 1, so the matrix is singular although the diagrams are the same. At which weights does $G$ fail to be invertible, and is $q=2$ safe?

## Singular only at $q=0,\pm1,\pm\sqrt2$, so $q=2$ is safe

Number the diagrams as follows, with $(xy)$ for a bond between sites $x$ and $y$:

- $D_0=(01)(23)(45)$
- $D_1=(01)(25)(34)$
- $D_2=(03)(12)(45)$
- $D_3=(05)(12)(34)$
- $D_4=(05)(14)(23)$

The list is complete. The sites under an arc must pair among themselves, so their number is even and site 0 is bonded to 1, 3 or 5. These choices leave two, one and two non-crossing completions.

On a hexagon, $D_0$ and $D_3$ are the two Kekulé structures of benzene, and $D_1,D_2,D_4$ are the three Dewar structures.

### From loop numbers to the determinant

A diagram laid over itself gives three loops. A Kekulé and a Dewar structure share exactly one bond, and their other bonds close into one loop of four sites, which makes two loops. Two different structures of the same kind share no bond and form a single loop of six sites. The entries of $G$ are therefore

$$a=q^3\ \text{(diagonal)},\qquad b=q^2\ \text{(different kinds)},\qquad c=q\ \text{(same kind, different diagrams)}.$$

Let $e_i$ be the coordinate vector of $D_i$. The three vectors $e_0-e_3$, $e_1-e_2$ and $e_2-e_4$ are eigenvectors of $G$ with eigenvalue $a-c$. The vectors with entry $u$ on both Kekulé structures and $v$ on all three Dewar structures complete the space, and on them $G$ acts as

$$\begin{pmatrix}u\\v\end{pmatrix}\mapsto\begin{pmatrix}a+c&3b\\2b&a+2c\end{pmatrix}\begin{pmatrix}u\\v\end{pmatrix}.$$

Hence

$$\det G=(a-c)^3\left[(a+c)(a+2c)-6b^2\right].$$

Here $a-c=q(q^2-1)$, and the bracket is

$$q^2(q^2+1)(q^2+2)-6q^4=q^2(q^4-3q^2+2)=q^2(q^2-1)(q^2-2).$$

Multiplying the factors gives

$$\det G=q^5(q^2-1)^4(q^2-2),$$

which vanishes exactly when $q=0$, $q^2=1$ or $q^2=2$.

### Why spins one half have $q=2$

Every bond in the five diagrams joins an even site to an odd one, again because an even number of sites lies under each arc. Orient each singlet from its even site to its odd site. Its amplitude is zero for parallel spins, $+1$ if the even site is up and $-1$ if it is down.

A spin configuration contributes to the overlap of two states only if the spins are antiparallel on all bonds of both diagrams. Each even site then supplies the same sign to both states, and the signs cancel in the product. Every allowed configuration thus contributes $+1$. The spins alternate around each loop, which can be done in two ways, so the overlap is $2^{n_{ij}}$.

Let $\psi_i$ be the state of diagram $D_i$, and suppose that $\sum_j x_j\psi_j=0$. The overlap with $\psi_i$ gives $\sum_j G_{ij}x_j=0$ at $q=2$. There $\det G=32\cdot81\cdot2=5184$, so all $x_j$ vanish and the states are independent. Each state has squared norm 8. After normalisation the overlaps are $1$, $\tfrac12$ and $\tfrac14$, and the determinant is $5184/8^5=81/512$.

### What the Lean statements say

A matching is a map `m` from `Fin 6` to itself that sends each site to its partner. `IsNonCrossingMatching` requires that no site is its own partner, that the partner of the partner is the site itself, and that $x<y<m(x)<m(y)$ never occurs. The theorem `nonCrossing_iff` says that a map has these properties exactly when it equals `diagram i` for one and only one `i`.

`loopThrough a b x` is the set of sites reached from `x` by following bonds of `a` and `b` in turn. At most two double steps, followed by at most one more bond of `a`, suffice, since a loop has at most six sites. `loops` counts the distinct sets, and `gram q` has the entries $q^{n_{ij}}$ for real `q`.

The main theorem, `det_gram`, is the determinant formula for every real $q$, and `det_gram_eq_zero_iff` lists its zeros. The letter $q$ is the loop weight itself; in texts on the Temperley–Lieb algebra the weight is often written $q+q^{-1}$, with another meaning of $q$. Away from $q=2$, `gram q` is a matrix of loop weights and need not be a Gram matrix of real vectors: for $1<q<\sqrt2$ its determinant is negative.

The spin part uses `Bool` for one spin, with `true` for up. `singlet` has amplitudes $\pm1$ without the factor $1/\sqrt2$, and `vbState` multiplies three singlets that start at sites 0, 2 and 4. This covers each bond once for the five diagrams, though not for a matching that joins two even sites. `overlap_eq_two_pow_loops` gives the overlaps, and `vbState_linearIndependent` gives independence with real coefficients. Since the amplitudes are real, complex coefficients are covered by taking real and imaginary parts.

No spin operators appear in these statements. That the amplitude tables represent states of total spin zero is the step from the model to the physics; it rests on each factor being a two-spin singlet. The usual count of five independent singlets for six spins one half then makes the five states a basis of the singlet space.

```lean
import Mathlib

open Matrix

namespace ValenceBondOverlap

/-- A non-crossing perfect matching of six sites on a line: `m x` is the partner of `x`,
and no two bonds interlace. -/
def IsNonCrossingMatching (m : Fin 6 → Fin 6) : Prop :=
  (∀ x, m x ≠ x) ∧ (∀ x, m (m x) = x) ∧ ∀ x y, ¬ (x < y ∧ y < m x ∧ m x < m y)

/-- Whether a map is a non-crossing perfect matching can be decided by a finite check. -/
instance (m : Fin 6 → Fin 6) : Decidable (IsNonCrossingMatching m) := by
  unfold IsNonCrossingMatching
  infer_instance

/-- The map that sends the sites 0 to 5 to the listed partners. -/
def ofPartners (a b c d e f : Fin 6) : Fin 6 → Fin 6 := ![a, b, c, d, e, f]

/-- Five bond diagrams on six sites, each given by the list of partners of sites 0 to 5. -/
def diagram : Fin 5 → Fin 6 → Fin 6 :=
  ![![1, 0, 3, 2, 5, 4], ![1, 0, 5, 4, 3, 2], ![3, 2, 1, 0, 5, 4],
    ![5, 2, 1, 4, 3, 0], ![5, 4, 3, 2, 1, 0]]

/-- The sites visited from `x` by following bonds of the matchings `a` and `b` alternately. -/
def loopThrough (a b : Fin 6 → Fin 6) (x : Fin 6) : Finset (Fin 6) :=
  Finset.univ.filter fun y =>
    ∃ k : Fin 3, y = (b ∘ a)^[(k : ℕ)] x ∨ y = a ((b ∘ a)^[(k : ℕ)] x)

/-- The number of closed loops in the superposition of the matchings `a` and `b`. -/
def loops (a b : Fin 6 → Fin 6) : ℕ :=
  (Finset.univ.image (loopThrough a b)).card

/-- The overlap matrix of the five diagrams, with a weight `q` for each closed loop. -/
def gram (q : ℝ) : Matrix (Fin 5) (Fin 5) ℝ :=
  Matrix.of fun i j => q ^ loops (diagram i) (diagram j)

/-- The amplitude of the unnormalised singlet on an ordered pair of spins one half
(`true` is spin up): up-down minus down-up. -/
def singlet (s t : Bool) : ℤ :=
  if s = t then 0 else if s then 1 else -1

/-- The amplitude, in the spin configuration `s`, of the product of singlets that run from
the sites 0, 2 and 4 to their partners in `m`. -/
def vbState (m : Fin 6 → Fin 6) (s : Fin 6 → Bool) : ℤ :=
  singlet (s 0) (s (m 0)) * singlet (s 2) (s (m 2)) * singlet (s 4) (s (m 4))

/-- The non-crossing perfect matchings of six sites are exactly the five diagrams,
and each occurs once in the list. -/
theorem nonCrossing_iff (m : Fin 6 → Fin 6) :
    IsNonCrossingMatching m ↔ ∃! i, diagram i = m := by
  constructor
  · rintro ⟨h1, h2, h3⟩
    have hs : ∀ x y, m x = y ↔ m y = x := fun x y =>
      ⟨fun h => by rw [← h]; exact h2 x, fun h => by rw [← h]; exact h2 y⟩
    -- choose the partners site by site, discarding conflicts with site 0 at once
    have key : ∀ a b : Fin 6, (a = 1 ↔ b = 0) → ∀ c : Fin 6, (a = 2 ↔ c = 0) →
        ∀ d : Fin 6, (a = 3 ↔ d = 0) → ∀ e : Fin 6, (a = 4 ↔ e = 0) →
        ∀ f : Fin 6, (a = 5 ↔ f = 0) → IsNonCrossingMatching (ofPartners a b c d e f) →
        ∃ i, diagram i = ofPartners a b c d e f := by
      decide +kernel
    have hm : ofPartners (m 0) (m 1) (m 2) (m 3) (m 4) (m 5) = m := by
      funext x
      fin_cases x <;> rfl
    obtain ⟨i, hi⟩ := key (m 0) (m 1) (hs 0 1) (m 2) (hs 0 2) (m 3) (hs 0 3)
      (m 4) (hs 0 4) (m 5) (hs 0 5) (by rw [hm]; exact ⟨h1, h2, h3⟩)
    have inj : ∀ i j, diagram i = diagram j → i = j := by decide +kernel
    exact ⟨i, hi.trans hm, fun j hj => inj j i (hj.trans (hi.trans hm).symm)⟩
  · rintro ⟨i, rfl, _⟩
    revert i
    unfold IsNonCrossingMatching
    decide +kernel

/-- A five by five table of the numbers one, two and three. -/
def loopTable : Fin 5 → Fin 5 → ℕ :=
  ![![3, 2, 2, 1, 2], ![2, 3, 1, 2, 1], ![2, 1, 3, 2, 1], ![1, 2, 2, 3, 2],
    ![2, 1, 1, 2, 3]]

/-- The table lists the loop numbers for all pairs of the five diagrams. -/
theorem loops_table (i j : Fin 5) :
    loops (diagram i) (diagram j) = loopTable i j := by
  revert i j
  decide +kernel

set_option maxHeartbeats 400000 in
/-- The determinant of a matrix with the pattern of the loop table, where `a`, `b` and `c`
stand for the entries with three, two and one loops. -/
theorem det_pattern (a b c : ℝ) :
    (!![a, b, b, c, b; b, a, c, b, c; b, c, a, b, c; c, b, b, a, b; b, c, c, b, a] :
      Matrix (Fin 5) (Fin 5) ℝ).det =
      (a - c) ^ 3 * ((a + c) * (a + 2 * c) - 6 * b ^ 2) := by
  simp [Matrix.det_succ_row_zero, Fin.sum_univ_succ, Fin.succAbove]
  ring

/-- The determinant of the overlap matrix of the five non-crossing matchings of six sites,
for every real loop weight `q`. -/
theorem det_gram (q : ℝ) :
    (gram q).det = q ^ 5 * (q ^ 2 - 1) ^ 4 * (q ^ 2 - 2) := by
  have h : gram q = !![q ^ 3, q ^ 2, q ^ 2, q, q ^ 2; q ^ 2, q ^ 3, q, q ^ 2, q;
      q ^ 2, q, q ^ 3, q ^ 2, q; q, q ^ 2, q ^ 2, q ^ 3, q ^ 2;
      q ^ 2, q, q, q ^ 2, q ^ 3] := by
    ext i j
    simp only [gram, Matrix.of_apply, loops_table]
    fin_cases i <;> fin_cases j <;> simp [loopTable]
  rw [h, det_pattern]
  ring

/-- The overlap matrix is singular exactly at the loop weights 0, ±1 and ±√2,
written here through `q ^ 2`. -/
theorem det_gram_eq_zero_iff (q : ℝ) :
    (gram q).det = 0 ↔ q = 0 ∨ q ^ 2 = 1 ∨ q ^ 2 = 2 := by
  rw [det_gram, mul_eq_zero, mul_eq_zero, pow_eq_zero_iff (by norm_num),
    pow_eq_zero_iff (by norm_num), sub_eq_zero, sub_eq_zero, or_assoc]

/-- The overlap of two of the five valence-bond states, summed over all spin configurations,
is 2 to the number of closed loops. -/
theorem overlap_eq_two_pow_loops (i j : Fin 5) :
    ∑ s : Fin 6 → Bool, vbState (diagram i) s * vbState (diagram j) s =
      2 ^ loops (diagram i) (diagram j) := by
  revert i j
  decide +kernel

/-- The five non-crossing valence-bond states of six spins one half are linearly
independent. -/
theorem vbState_linearIndependent :
    LinearIndependent ℝ
      (fun (i : Fin 5) (s : Fin 6 → Bool) => (vbState (diagram i) s : ℝ)) := by
  rw [Fintype.linearIndependent_iff]
  intro c hc
  have h : ∀ s, ∑ j, c j * (vbState (diagram j) s : ℝ) = 0 := fun s => by
    simpa using congrFun hc s
  -- the overlaps of the singlet products are the entries of the matrix at q = 2
  have e : ∀ i j, gram 2 i j =
      ∑ s, (vbState (diagram i) s : ℝ) * (vbState (diagram j) s : ℝ) := fun i j => by
    simp only [gram, Matrix.of_apply]
    exact_mod_cast (overlap_eq_two_pow_loops i j).symm
  have hG : gram 2 *ᵥ c = 0 := by
    funext i
    calc (gram 2 *ᵥ c) i
        = ∑ j, (∑ s, (vbState (diagram i) s : ℝ) * (vbState (diagram j) s : ℝ)) * c j := by
          simp only [Matrix.mulVec, dotProduct, e]
      _ = ∑ s, (vbState (diagram i) s : ℝ) * ∑ j, c j * (vbState (diagram j) s : ℝ) := by
          simp only [Finset.sum_mul, Finset.mul_sum]
          rw [Finset.sum_comm]
          refine Finset.sum_congr rfl fun s _ => Finset.sum_congr rfl fun j _ => ?_
          ring
      _ = 0 := by simp only [h, mul_zero, Finset.sum_const_zero]
  have hdet : (gram 2).det ≠ 0 := by
    rw [det_gram]
    norm_num
  exact fun i => congrFun (Matrix.eq_zero_of_mulVec_eq_zero hdet hG) i

end ValenceBondOverlap
```

```lean
#print axioms ValenceBondOverlap.nonCrossing_iff
#print axioms ValenceBondOverlap.det_gram
#print axioms ValenceBondOverlap.det_gram_eq_zero_iff
#print axioms ValenceBondOverlap.vbState_linearIndependent
```

```
'ValenceBondOverlap.nonCrossing_iff' depends on axioms: [propext, Classical.choice, Quot.sound]
'ValenceBondOverlap.det_gram' depends on axioms: [propext, Classical.choice, Quot.sound]
'ValenceBondOverlap.det_gram_eq_zero_iff' depends on axioms: [propext, Classical.choice, Quot.sound]
'ValenceBondOverlap.vbState_linearIndependent' depends on axioms: [propext, Classical.choice, Quot.sound]
```

### How Lean reaches the same formula

In `nonCrossing_iff`, the statement `key` runs through the possible lists of partners. Its conditions of the form `a = 1 ↔ b = 0` say that site 0 and its partner must agree, which discards most lists early. A second check, `inj`, shows that the five diagrams differ, and the converse direction tests each diagram against the definition. This replaces the count by the partner of site 0.

`loops_table` computes all 25 loop numbers by `decide +kernel`, a finite evaluation in Lean's kernel. `det_pattern` is the factorised determinant in $a,b,c$. Lean doesn't use the eigenvectors here: it expands the determinant along rows and lets `ring` compare the two polynomials. `det_gram` then identifies the entries of `gram q` with $q^3$, $q^2$ and $q$ and substitutes them. The zeros follow because a product vanishes only if one of its factors does.

The overlap theorem is a finite sum over 64 spin configurations for each pair of diagrams, so the evaluation takes the place of the sign argument. The independence proof follows the derivation above closely. The fact `e` identifies `gram 2` with the overlaps, and the `calc` block exchanges the sums over diagrams and configurations to obtain `gram 2 *ᵥ c = 0`. Since `hdet` says that the determinant is non-zero, the coefficient vector `c` is zero.

### The six-site Heisenberg ring in this basis

In a valence-bond calculation for six localised spins, $G$ at $q=2$ is the overlap matrix of the generalised eigenvalue problem $Hx=EGx$, with $H$ the matrix of Hamiltonian elements between the five states. Its invertibility means that none of the five states is a combination of the others.

Take the ring Hamiltonian $J\sum_i \mathbf S_i\cdot\mathbf S_{i+1}$, with coupling $J>0$, spin operators $\mathbf S_i$ in units of $\hbar$ and site 6 identified with site 0. Put $K=\psi_0+\psi_3$ and $D=\psi_1+\psi_2+\psi_4$. The operator $\tfrac14-\mathbf S_i\cdot\mathbf S_{i+1}$ projects neighbours onto a singlet. It leaves an existing bond unchanged; otherwise it joins the two neighbours, joins their former partners, and gives a factor $\tfrac12$. For the sum $P$ of the six projectors this yields

$$PK=3K+D,\qquad PD=3K+2D.$$

For an eigenvector $uK+vD$ with eigenvalue $\lambda$, independence allows the coefficients to be compared:

$$3u+3v=\lambda u,\qquad u+2v=\lambda v.$$

So $\lambda^2-5\lambda+3=0$ and $\lambda=(5\pm\sqrt{13})/2$. The energy is $E=J(\tfrac32-\lambda)$, and the lower of the two values is $-(1+\sqrt{13}/2)J\approx-2.803J$.

### Loops as cycles of a permutation

Matchings could also be modelled as permutations, with the loop number defined as half the number of cycles of `b ∘ a`, fixed points included. Each loop splits into two such cycles, one for each direction in which it can be followed. That definition would apply to any even number of sites without a fixed bound on the number of steps. The theorem for six sites would have the same content, but the table of loop numbers would have to be computed from cycle counts instead of sets of visited sites.
